# A unitary symmetry of a linear Weyl node with invertible velocity matrix acts on momentum with determinant one

If I let a mirror into the little group of a Weyl node while setting up a $k\cdot p$ model, the symmetry constraints make the velocity matrix singular. The linear term then vanishes along some direction, and what I have is no longer a linear Weyl node. The rule I know is that a node $H(k) = (Ak)\cdot\sigma$, with $A$ a real invertible $3\times 3$ matrix, admits a unitary symmetry $U H(k) U^\dagger = H(Rk)$ only if $\det R = 1$, so that mirrors and inversion are ruled out. Can this be derived without assuming that $R$ is a rotation or a reflection, and can the argument be made rigorous and machine-checked?

## The trace of three Hamiltonians fixes the sign of $\det R$

Yes. The argument needs one number that a unitary change of basis leaves alone and that notices the handedness of momentum space. The trace of a product of three Hamiltonians is such a number.

Let $\sigma = (\sigma_x, \sigma_y, \sigma_z)$ be the Pauli matrices and $u, v, w$ real vectors. The product rule for Pauli matrices gives

$$(u\cdot\sigma)(v\cdot\sigma) = (u\cdot v)\,1 + i\,(u\times v)\cdot\sigma .$$

Multiply by $w\cdot\sigma$ and take the trace. The first term drops out because $\operatorname{tr}(w\cdot\sigma) = 0$. For the second, $\operatorname{tr}[(a\cdot\sigma)(w\cdot\sigma)] = 2\,a\cdot w$ for any vector $a$, so

$$\operatorname{tr}[(u\cdot\sigma)(v\cdot\sigma)(w\cdot\sigma)] = 2i\,(u\times v)\cdot w = 2i\det[u\;v\;w],$$

where $[u\;v\;w]$ is the matrix with these vectors as columns.

Now let $e_0, e_1, e_2$ be the unit vectors along the momentum axes. The Hamiltonian at $Re_j$ is $(ARe_j)\cdot\sigma$, and $ARe_j$ is column $j$ of $AR$. Therefore

$$\operatorname{tr}[H(Re_0)H(Re_1)H(Re_2)] = 2i\det(AR) = 2i\det A\,\det R .$$

With $R = 1$ the same formula gives $\operatorname{tr}[H(e_0)H(e_1)H(e_2)] = 2i\det A$.

The symmetry condition connects the two traces. Since $U^\dagger U = 1$, the inner factors cancel, and cyclicity removes the outer ones:

$$\operatorname{tr}[UH(e_0)U^\dagger\,UH(e_1)U^\dagger\,UH(e_2)U^\dagger] = \operatorname{tr}[H(e_0)H(e_1)H(e_2)].$$

The left side is the trace at the points $Re_j$. Hence $\det A\,\det R = \det A$, and dividing by $\det A \neq 0$ gives $\det R = 1$.

Inversion has $R = -1$, whose determinant in three dimensions is $-1$. A mirror with unit normal $n$ has $R = 1 - 2nn^{T}$, with determinant $1 - 2\,n\cdot n = -1$. Both are excluded.

For an antiunitary symmetry the condition is $U H(k)^* U^\dagger = H(Rk)$, with the star denoting entrywise complex conjugation. The trace of the three conjugated matrices is $(2i\det A)^* = -2i\det A$, so $\det A\,\det R = -\det A$ and $\det R = -1$.

The spectrum gives a separate constraint. From $\det(v\cdot\sigma) = -|v|^2$ and the invariance of the determinant under conjugation by $U$, a unitary symmetry satisfies $|ARk|^2 = |Ak|^2$. This says that the energies $\pm|Ak|$ agree at $k$ and $Rk$, but it does not distinguish a rotation from a reflection; the trace does.

## The Lean file

```lean
import Mathlib

open Matrix Complex

namespace WeylNodeSymmetry

noncomputable section

/-- The Pauli vector `v · σ` of a real three-component vector `v`. -/
def pauliDot (v : Fin 3 → ℝ) : Matrix (Fin 2) (Fin 2) ℂ :=
  !![(v 2 : ℂ), (v 0 : ℂ) - (v 1 : ℂ) * I; (v 0 : ℂ) + (v 1 : ℂ) * I, -(v 2 : ℂ)]

/-- The Weyl Hamiltonian `H(k) = (A k) · σ`, with `k` measured from the node. -/
def weyl (A : Matrix (Fin 3) (Fin 3) ℝ) (k : Fin 3 → ℝ) : Matrix (Fin 2) (Fin 2) ℂ :=
  pauliDot (A *ᵥ k)

/-- The unitary `U` represents the momentum-space operation `R`: `U H(k) U† = H(R k)`. -/
def IsUnitarySymmetry (A R : Matrix (Fin 3) (Fin 3) ℝ) (U : Matrix (Fin 2) (Fin 2) ℂ) : Prop :=
  Uᴴ * U = 1 ∧ ∀ k, U * weyl A k * Uᴴ = weyl A (R *ᵥ k)

/-- Complex conjugation followed by the unitary `U` represents the momentum-space operation `R`: `U
H(k)* U† = H(R k)`. -/
def IsAntiunitarySymmetry (A R : Matrix (Fin 3) (Fin 3) ℝ)
    (U : Matrix (Fin 2) (Fin 2) ℂ) : Prop :=
  Uᴴ * U = 1 ∧ ∀ k, U * (weyl A k).map (starRingEnd ℂ) * Uᴴ = weyl A (R *ᵥ k)

/-- The matrix of the map `k ↦ k - 2 (n · k) n`. If `n` is a unit vector, this is the reflection in
the plane normal to `n`. -/
def mirror (n : Fin 3 → ℝ) : Matrix (Fin 3) (Fin 3) ℝ :=
  1 - (2 : ℝ) • vecMulVec n n

/-- The trace of the product of three Pauli vectors, taken from the columns of `M`,
is `2i det M`. -/
theorem trace_pauli_triple (M : Matrix (Fin 3) (Fin 3) ℝ) :
    trace (pauliDot (fun i => M i 0) * pauliDot (fun i => M i 1) * pauliDot (fun i => M i 2))
      = 2 * I * ((M.det : ℝ) : ℂ) := by
  rw [Matrix.det_fin_three]
  simp only [pauliDot, Matrix.mul_fin_two, Matrix.trace_fin_two_of]
  apply Complex.ext <;>
    simp only [Complex.add_re, Complex.add_im, Complex.sub_re, Complex.sub_im, Complex.mul_re,
      Complex.mul_im, Complex.neg_re, Complex.neg_im, Complex.ofReal_re, Complex.ofReal_im,
      Complex.I_re, Complex.I_im, Complex.re_ofNat, Complex.im_ofNat] <;> ring

/-- For the images under `R` of the three coordinate axes, the trace of the product of the
Weyl Hamiltonians is `2i det A det R`. -/
theorem trace_weyl_triple (A R : Matrix (Fin 3) (Fin 3) ℝ) :
    trace (weyl A (R *ᵥ Pi.single 0 1) * weyl A (R *ᵥ Pi.single 1 1)
      * weyl A (R *ᵥ Pi.single 2 1)) = 2 * I * ((A.det * R.det : ℝ) : ℂ) := by
  have h : ∀ j : Fin 3, A *ᵥ (R *ᵥ Pi.single j 1) = fun i => (A * R) i j := by
    intro j
    rw [Matrix.mulVec_mulVec]
    ext i
    simp
  simp only [weyl, h]
  rw [trace_pauli_triple, Matrix.det_mul]

/-- A unitary change of basis leaves the trace of a triple product unchanged. -/
theorem trace_conj_triple {U : Matrix (Fin 2) (Fin 2) ℂ} (hU : Uᴴ * U = 1)
    (X Y Z : Matrix (Fin 2) (Fin 2) ℂ) :
    trace ((U * X * Uᴴ) * (U * Y * Uᴴ) * (U * Z * Uᴴ)) = trace (X * Y * Z) := by
  have h : (U * X * Uᴴ) * (U * Y * Uᴴ) * (U * Z * Uᴴ)
      = U * X * (Uᴴ * U) * Y * (Uᴴ * U) * Z * Uᴴ := by
    simp only [Matrix.mul_assoc]
  have h' : Uᴴ * (U * X * Y * Z) = (Uᴴ * U) * (X * Y * Z) := by
    simp only [Matrix.mul_assoc]
  rw [h, hU]
  simp only [Matrix.mul_one]
  rw [Matrix.trace_mul_comm, h', hU, Matrix.one_mul]

/-- A unitary symmetry of a Weyl Hamiltonian preserves the squared length of `A k`. -/
theorem symmetry_preserves_length {A R : Matrix (Fin 3) (Fin 3) ℝ}
    {U : Matrix (Fin 2) (Fin 2) ℂ} (h : IsUnitarySymmetry A R U) (k : Fin 3 → ℝ) :
    (A *ᵥ (R *ᵥ k)) ⬝ᵥ (A *ᵥ (R *ᵥ k)) = (A *ᵥ k) ⬝ᵥ (A *ᵥ k) := by
  -- the determinant of `v · σ` is `-|v|²`
  have hd : ∀ v : Fin 3 → ℝ, (pauliDot v).det = -((v ⬝ᵥ v : ℝ) : ℂ) := by
    intro v
    simp only [pauliDot, Matrix.det_fin_two_of, dotProduct, Fin.sum_univ_three]
    push_cast
    linear_combination ((v 1 : ℂ) ^ 2) * Complex.I_sq
  have e := congrArg Matrix.det (h.2 k)
  rw [Matrix.det_mul_right_comm, mul_eq_one_comm.mp h.1, Matrix.one_mul] at e
  simp only [weyl, hd] at e
  exact (Complex.ofReal_injective (neg_injective e)).symm

/-- If a unitary `U` satisfies `U H(k) U† = H(R k)` for all `k` at a Weyl node with
invertible `A`, then `det R = 1`. -/
theorem det_eq_one_of_unitary_symmetry {A R : Matrix (Fin 3) (Fin 3) ℝ}
    {U : Matrix (Fin 2) (Fin 2) ℂ} (hA : A.det ≠ 0) (h : IsUnitarySymmetry A R U) :
    R.det = 1 := by
  have t := trace_conj_triple h.1 (weyl A (Pi.single 0 1)) (weyl A (Pi.single 1 1))
    (weyl A (Pi.single 2 1))
  have t1 := trace_weyl_triple A 1
  simp only [Matrix.one_mulVec, Matrix.det_one, mul_one] at t1
  -- compare the triple trace before and after the operation
  rw [h.2, h.2, h.2, trace_weyl_triple, t1] at t
  have e := Complex.ofReal_injective (mul_left_cancel₀ (by simp : (2 * I : ℂ) ≠ 0) t)
  exact mul_left_cancel₀ hA (by rw [mul_one]; exact e)

/-- If `U H(k)* U† = H(R k)` for all `k` at a Weyl node with invertible `A` and unitary `U`,
then `det R = -1`. -/
theorem det_eq_neg_one_of_antiunitary_symmetry {A R : Matrix (Fin 3) (Fin 3) ℝ}
    {U : Matrix (Fin 2) (Fin 2) ℂ} (hA : A.det ≠ 0) (h : IsAntiunitarySymmetry A R U) :
    R.det = -1 := by
  have t := trace_conj_triple h.1 ((weyl A (Pi.single 0 1)).map (starRingEnd ℂ))
    ((weyl A (Pi.single 1 1)).map (starRingEnd ℂ)) ((weyl A (Pi.single 2 1)).map (starRingEnd ℂ))
  have t1 := trace_weyl_triple A 1
  simp only [Matrix.one_mulVec, Matrix.det_one, mul_one] at t1
  have hc : ∀ M : Matrix (Fin 2) (Fin 2) ℂ,
      trace (M.map (starRingEnd ℂ)) = starRingEnd ℂ (trace M) := by
    intro M
    simp only [Matrix.trace_fin_two, Matrix.map_apply, map_add]
  rw [h.2, h.2, h.2, trace_weyl_triple, ← Matrix.map_mul, ← Matrix.map_mul, hc, t1] at t
  -- complex conjugation reverses the sign of `2i det A`
  have e : A.det * R.det = -A.det := by
    have := congrArg Complex.im t
    simp at this
    linarith
  exact mul_left_cancel₀ hA (by rw [e]; ring)

/-- Neither inversion nor any mirror is a unitary symmetry of a Weyl node with
invertible `A`. -/
theorem no_inversion_no_mirror {A : Matrix (Fin 3) (Fin 3) ℝ} (hA : A.det ≠ 0)
    (U : Matrix (Fin 2) (Fin 2) ℂ) :
    ¬ IsUnitarySymmetry A (-1) U ∧
      ∀ n : Fin 3 → ℝ, n ⬝ᵥ n = 1 → ¬ IsUnitarySymmetry A (mirror n) U := by
  constructor
  · intro h
    have e := det_eq_one_of_unitary_symmetry hA h
    norm_num [Matrix.det_neg, Fintype.card_fin] at e
  · intro n hn h
    have e := det_eq_one_of_unitary_symmetry hA h
    have d : (mirror n).det = 1 - 2 * (n ⬝ᵥ n) := by
      simp [mirror, Matrix.det_fin_three, vecMulVec_apply, dotProduct, Fin.sum_univ_three]
      ring
    rw [d, hn] at e
    norm_num at e

/-- For `A = diag(v, v, w)` with `v, w ≠ 0`, the rotation about the third axis with cosine `c` and
sine `s` is a unitary symmetry, represented by `diag(1, c + i s)`, and `A` has nonzero determinant.
-/
theorem rotation_witness {v w c s : ℝ} (hv : v ≠ 0) (hw : w ≠ 0) (h : c ^ 2 + s ^ 2 = 1) :
    (!![v, 0, 0; 0, v, 0; 0, 0, w] : Matrix (Fin 3) (Fin 3) ℝ).det ≠ 0 ∧
      IsUnitarySymmetry !![v, 0, 0; 0, v, 0; 0, 0, w] !![c, -s, 0; s, c, 0; 0, 0, 1]
        !![1, 0; 0, (c : ℂ) + (s : ℂ) * I] := by
  have hc : (c : ℂ) ^ 2 + (s : ℂ) ^ 2 = 1 := by exact_mod_cast h
  have e : ((c : ℂ) - s * I) * (c + s * I) = 1 := by
    linear_combination hc - (s : ℂ) ^ 2 * Complex.I_sq
  have hU : (!![1, 0; 0, (c : ℂ) + (s : ℂ) * I])ᴴ = !![1, 0; 0, (c : ℂ) - (s : ℂ) * I] := by
    ext i j
    fin_cases i <;> fin_cases j <;> simp [sub_eq_add_neg]
  refine ⟨by simp [Matrix.det_fin_three, hv, hw], ?_, fun k => ?_⟩
  · rw [hU]
    simp [Matrix.one_fin_two, e]
  · rw [hU]
    ext i j
    fin_cases i <;> fin_cases j <;>
      simp [weyl, pauliDot, Matrix.mulVec, dotProduct, Fin.sum_univ_three]
    all_goals first
      | linear_combination ((v : ℂ) * k 1 * s) * Complex.I_sq
      | linear_combination ((w : ℂ) * k 2) * e

/-- For every `A`, complex conjugation followed by `iσ_y` is an antiunitary symmetry that
sends `k` to `-k`. -/
theorem time_reversal_witness (A : Matrix (Fin 3) (Fin 3) ℝ) :
    IsAntiunitarySymmetry A (-1) !![0, 1; -1, 0] := by
  refine ⟨?_, fun k => ?_⟩
  · ext i j
    fin_cases i <;> fin_cases j <;> simp [Matrix.mul_apply, Fin.sum_univ_two]
  · have hk : A *ᵥ ((-1 : Matrix (Fin 3) (Fin 3) ℝ) *ᵥ k) = -(A *ᵥ k) := by
      rw [Matrix.neg_mulVec, Matrix.one_mulVec, Matrix.mulVec_neg]
    simp only [weyl, hk]
    generalize A *ᵥ k = u
    have hm : (pauliDot u).map (starRingEnd ℂ)
        = !![(u 2 : ℂ), (u 0 : ℂ) + (u 1 : ℂ) * I; (u 0 : ℂ) - (u 1 : ℂ) * I, -(u 2 : ℂ)] := by
      ext i j
      fin_cases i <;> fin_cases j <;> simp [pauliDot]
      ring
    have hU : (!![0, 1; -1, 0] : Matrix (Fin 2) (Fin 2) ℂ)ᴴ = !![0, -1; 1, 0] := by
      ext i j
      fin_cases i <;> fin_cases j <;> simp
    rw [hm, hU]
    simp only [pauliDot, Matrix.mul_fin_two]
    ext i j
    fin_cases i <;> fin_cases j <;> simp <;> ring

/-- For the singular matrix `A = diag(1, 1, 0)`, the mirror normal to the third axis is a
unitary symmetry, represented by the identity. -/
theorem singular_node_has_mirror :
    IsUnitarySymmetry !![1, 0, 0; 0, 1, 0; 0, 0, 0] (mirror ![0, 0, 1]) 1 := by
  have hM : (!![1, 0, 0; 0, 1, 0; 0, 0, 0] : Matrix (Fin 3) (Fin 3) ℝ) * mirror ![0, 0, 1]
      = !![1, 0, 0; 0, 1, 0; 0, 0, 0] := by
    ext i j
    fin_cases i <;> fin_cases j <;>
      simp [mirror, Matrix.mul_apply, Fin.sum_univ_three]
  refine ⟨by simp, fun k => ?_⟩
  simp only [weyl, Matrix.mulVec_mulVec, hM, Matrix.conjTranspose_one, Matrix.one_mul,
    Matrix.mul_one]

end

end WeylNodeSymmetry
```

```lean
#print axioms WeylNodeSymmetry.det_eq_one_of_unitary_symmetry
-- 'WeylNodeSymmetry.det_eq_one_of_unitary_symmetry' depends on axioms: [propext, Classical.choice, Quot.sound]
#print axioms WeylNodeSymmetry.det_eq_neg_one_of_antiunitary_symmetry
-- 'WeylNodeSymmetry.det_eq_neg_one_of_antiunitary_symmetry' depends on axioms: [propext, Classical.choice, Quot.sound]
#print axioms WeylNodeSymmetry.no_inversion_no_mirror
-- 'WeylNodeSymmetry.no_inversion_no_mirror' depends on axioms: [propext, Classical.choice, Quot.sound]
#print axioms WeylNodeSymmetry.singular_node_has_mirror
-- 'WeylNodeSymmetry.singular_node_has_mirror' depends on axioms: [propext, Classical.choice, Quot.sound]
```

## How the definitions encode the node

`pauliDot v` is $v\cdot\sigma$ written as an explicit matrix in the basis where $\sigma_z$ is diagonal; the indices 0, 1, 2 stand for $x, y, z$. `weyl A k` is the Hamiltonian, with $k$ measured from the node and the energy at the node set to zero. The rows of `A` belong to the Pauli components and its columns to the momentum components, so its entries are velocities up to a factor $\hbar$.

`IsUnitarySymmetry A R U` says that `U` is unitary and that $UH(k)U^\dagger = H(Rk)$ for every real $k$. `R` is an arbitrary real matrix. `IsAntiunitarySymmetry` differs only in conjugating the Hamiltonian entry by entry before `U` acts. `mirror n` is a reflection when `n` has unit length, which `no_inversion_no_mirror` requires by `n ⬝ᵥ n = 1`.

The main theorem, `det_eq_one_of_unitary_symmetry`, reads: if $\det A \neq 0$ and `U` represents `R` as a unitary symmetry, then $\det R = 1$. The hypothesis `hA : A.det ≠ 0` stands for a dispersion that is linear in every direction away from the node. `singular_node_has_mirror` shows what happens without it: for $A = \mathrm{diag}(1,1,0)$ the energy does not depend on $k_2$, and the mirror that reverses $k_2$ is a symmetry with $U = 1$.

In the antiunitary case `R` is the action on momentum, not on position. Time reversal combined with a spatial operation $g$ acts on momentum as $-g$, so $\det R = -1$ means $\det g = 1$: the spatial part is again proper.

The model has two bands and is exactly linear. That an operation in the little group of a crystal momentum acts on the two degenerate states through a fixed `U`, and on the linear term as stated, is assumed and not derived from a lattice Hamiltonian. Granted that, if the Hamiltonian used in an electronic-structure calculation keeps a unitary mirror symmetry, a two-band crossing at a momentum that this mirror leaves fixed cannot be a node with an invertible linear term.

The Hamiltonian could also have been modelled with a tilt, $H(k) = (b\cdot k)\,1 + (Ak)\cdot\sigma$ with $b$ a real vector. Taking the trace of the symmetry condition gives $b\cdot Rk = b\cdot k$, and subtracting this part leaves the condition treated here. The determinant would be constrained as before, and $R$ would also have to preserve $b\cdot k$. A nonzero tilt would therefore remove the antiunitary symmetry $k \mapsto -k$ that every untilted node has.

## How the proof follows the traces

`trace_pauli_triple` is the identity for three Pauli vectors. Instead of using the cross product, it multiplies the explicit matrices, separates real and imaginary parts with `Complex.ext`, and leaves two polynomial identities to `ring`.

`trace_weyl_triple` applies this to the points $Re_j$, written `R *ᵥ Pi.single j 1`. Its inner statement `h` identifies $A(Re_j)$ with column $j$ of $AR$, and `Matrix.det_mul` splits the determinant.

`trace_conj_triple` is the cancellation of the inner $U^\dagger U$ factors followed by cyclicity, `Matrix.trace_mul_comm`. It holds for any three $2\times 2$ matrices.

In `det_eq_one_of_unitary_symmetry`, `t` is the invariance of the trace for the Hamiltonians at the three axes, and `t1` is their trace, $2i\det A$. Rewriting three times with `h.2` replaces each $UH(e_j)U^\dagger$ by $H(Re_j)$. The two uses of `mul_left_cancel₀` then divide by $2i$ and by $\det A$.

`det_eq_neg_one_of_antiunitary_symmetry` follows the same route with conjugated matrices. The auxiliary statement `hc` says that the trace of a conjugated matrix is the conjugate of its trace, and comparing imaginary parts yields $\det A\,\det R = -\det A$.

`symmetry_preserves_length` takes determinants of the symmetry condition and uses `hd`, the formula $\det(v\cdot\sigma) = -|v|^2$. It needs no invertibility of $A$. `no_inversion_no_mirror` computes the two determinants and contradicts the main theorem.

Two explicit examples show that the symmetry conditions can be met. In `rotation_witness`, $A = \mathrm{diag}(v,v,w)$ with $v, w \neq 0$, and $U = \mathrm{diag}(1, c+is)$ with $c^2+s^2=1$. Conjugation multiplies the lower-left entry $v(k_0+ik_1)$ by $c+is$, which rotates $(k_0,k_1)$ and leaves $k_2$ fixed. In `time_reversal_witness`, $U = i\sigma_y$ after complex conjugation reverses every Pauli matrix, so it sends $H(k)$ to $H(-k)$ for every $A$. For a node in a crystal, this is physical time reversal only if the node sits at a time-reversal-invariant momentum; elsewhere it is a symmetry of the linear model alone.
